# Velocity and length forms of the nonresonant two-photon sum in a finite-level system: the double-commutator term

## Two couplings for one transition

An atom in state $i$ is driven by monochromatic light whose photon energy $w$ is half the gap to a state $f$, so that two photons together carry it from $i$ to $f$. In second-order perturbation theory the amplitude contains a sum over intermediate states $k$, each weighted by the inverse of its energy mismatch after the first photon. Take $\hbar = 1$, let $H$ be the unperturbed Hamiltonian with energies $E_k$, and let $X$ be the position operator along the polarisation. In the dipole approximation a charge $q$ couples either through $-qFX$, with $F$ the electric field (length form), or through $-q\mathcal{A}u$, with $\mathcal{A}$ the vector potential and $u = \mathrm{i}[H,X]$ the velocity (velocity form). The absorbing components vary as $e^{-\mathrm{i}wt}$, so $F = \mathrm{i}w\mathcal{A}$ and $F^2 = -w^2\mathcal{A}^2$. Writing $v = [H,X]$, one has $u_{fk}u_{ki} = -v_{fk}v_{ki}$, and the two second-order sums give the same amplitude when the sum built from $v$ equals $w^2$ times the sum built from $X$. The question is when this holds.

The answer for finitely many levels, none of them resonant with a single photon, is the following. Let $H = \mathrm{diag}(E_k)$ with real $E_k$, let $X$ be any complex matrix, and set
$$w = \tfrac12 (E_f - E_i), \qquad D_k = E_k - E_i - w .$$
If $D_k \neq 0$ for every state $k$, then
$$\sum_k \frac{v_{fk}v_{ki}}{D_k} = w^2 \sum_k \frac{X_{fk}X_{ki}}{D_k} - \tfrac12\,[X,[H,X]]_{fi}. \tag{1}$$

For a particle of mass $m$ with a canonical position and a local potential, $[X,[H,X]]$ is $1/m$ times the identity, and its element between different states vanishes. A finite matrix $[X,[H,X]]$ has zero trace and is never a nonzero multiple of the identity, so that argument is not available. The last term of (1) vanishes in some models, such as the four-level one below, and not in others: deleting state $2$ from that model leaves a three-level model with $\tfrac12[X,[H,X]]_{fi} = 2$. The link to field amplitudes and to a canonical position is physical background and enters none of the theorems.

## Splitting the product of energy differences

Since $H$ is diagonal, $(HX)_{ab} = E_a X_{ab}$ and $(XH)_{ab} = X_{ab}E_b$ for any states $a$, $b$, so
$$v_{ab} = (E_a - E_b)\,X_{ab}. \tag{2}$$
Hence $v_{fk}v_{ki} = (E_f - E_k)(E_k - E_i)\,X_{fk}X_{ki}$. From the definition of $D_k$ we have $E_k - E_i = w + D_k$, and from $E_f - E_i = 2w$ we have $E_f - E_k = 2w - (w + D_k) = w - D_k$. The product of the two differences is $w^2 - D_k^2$. Dividing by $D_k$ and summing over any set $S$ of states on which $D_k \ne 0$ gives
$$\sum_{k\in S} \frac{v_{fk}v_{ki}}{D_k} = w^2 \sum_{k \in S} \frac{X_{fk}X_{ki}}{D_k} - \sum_{k\in S} D_k X_{fk}X_{ki}. \tag{3}$$

The remainder has no denominator left. For a second matrix $Y$, multiplying out $Yv - vY$ and using (2) gives a sum over all states,
$$[Y,[H,X]]_{fi} = \sum_k \big( Y_{fk}X_{ki}(E_k - E_i) - X_{fk}Y_{ki}(E_f - E_k) \big). \tag{4}$$
For $Y = X$ the weight of $X_{fk}X_{ki}$ is $(w + D_k) - (w - D_k) = 2D_k$. When $S$ contains every state, the remainder in (3) is therefore $\tfrac12[X,[H,X]]_{fi}$, which is (1). It follows at once that the complete velocity sum equals $w^2$ times the complete length sum if and only if $[X,[H,X]]_{fi} = 0$.

## Two photons of different energy

Let a photon of energy $\omega_1$ couple through $X$ and one of energy $\omega_2$ through $Y$, with the energy-conservation condition $\omega_1 + \omega_2 = E_f - E_i$. Write $D_k(\omega) = E_k - E_i - \omega$, $v^X = [H,X]$, $v^Y = [H,Y]$ and $a_k = E_k - E_i$. Then $E_f - E_k = \omega_1 + \omega_2 - a_k$, and expanding both sides confirms
$$(\omega_1 + \omega_2 - a_k)\,a_k = \omega_1\omega_2 + (a_k - \omega_1)(\omega_2 - a_k) = \omega_1\omega_2 + (a_k - \omega_2)(\omega_1 - a_k).$$
When $\omega_1$ is absorbed first, the denominator is $a_k - \omega_1$ and the first form leaves the remainder $(\omega_2 - a_k)Y_{fk}X_{ki}$. In the other ordering the second form leaves $(\omega_1 - a_k)X_{fk}Y_{ki}$. By (4), $-[Y,[H,X]]_{fi}$ has the terms $-a_kY_{fk}X_{ki} + (\omega_1 + \omega_2 - a_k)X_{fk}Y_{ki}$, and adding the terms $\omega_2(Y_{fk}X_{ki} - X_{fk}Y_{ki})$ of $\omega_2[Y,X]_{fi}$ reproduces both remainders. With all denominators nonzero,
$$\sum_k \left( \frac{v^Y_{fk}v^X_{ki}}{D_k(\omega_1)} + \frac{v^X_{fk}v^Y_{ki}}{D_k(\omega_2)} \right) = \omega_1\omega_2 \sum_k \left( \frac{Y_{fk}X_{ki}}{D_k(\omega_1)} + \frac{X_{fk}Y_{ki}}{D_k(\omega_2)} \right) - [Y,[H,X]]_{fi} + \omega_2[Y,X]_{fi}. \tag{5}$$

## Four levels with two paths

Take states $0,1,2,3$ with energies $0, 4, 1, 6$, and $i = 0$, $f = 3$, so $w = 3$ and $D_k = -3, 1, -2, 3$. Let $X$ be real symmetric with $X_{10} = 1$, $X_{20} = 1$, $X_{31} = 2$, $X_{32} = 1$, their mirror images, and zeros elsewhere. Only $k = 1$ and $k = 2$ connect $0$ to $3$.

| $k$ | $D_k$ | $X_{3k}X_{k0}$ | $v_{3k}$ | $v_{k0}$ | $X_{3k}X_{k0}/D_k$ | $v_{3k}v_{k0}/D_k$ | $D_kX_{3k}X_{k0}$ |
|---|---|---|---|---|---|---|---|
| 1 | $1$ | $2$ | $4$ | $4$ | $2$ | $16$ | $2$ |
| 2 | $-2$ | $1$ | $5$ | $1$ | $-1/2$ | $-5/2$ | $-2$ |

The last column sums to zero, so $[X,[H,X]]_{30} = 0$. The length sum is $3/2$, the velocity sum is $27/2$, and $9 \cdot 3/2 = 27/2$. With state $1$ alone the velocity sum is $16$ while $w^2$ times the length sum is $18$, and the difference is the remainder $2$ in (3).

In sum-over-states evaluations of two-photon amplitudes with a finite basis, sharp real levels and the velocity formed as $[H,X]$, equations (1) and (3) separate two sources of disagreement between the forms: states left out of the sum, and a nonzero double-commutator element of the model itself.

## States, operators and denominators in Lean

The states are the elements of a finite type `n`, and operators are complex matrices indexed by it.

```lean
import Mathlib

open Matrix Finset

namespace TwoPhotonGauge

noncomputable section

variable {n : Type*} [Fintype n] [DecidableEq n]
```

The energies are a function `E : n → ℝ`, with degeneracies allowed, and `ham E` is $H$ in its eigenbasis.

```lean
/-- The Hamiltonian in its eigenbasis, `H = diag(E_k)`. -/
def ham (E : n → ℝ) : Matrix n n ℂ := diagonal fun k => (E k : ℂ)

/-- The commutator `[A, B] = AB - BA`. -/
def commut (A B : Matrix n n ℂ) : Matrix n n ℂ := A * B - B * A
```

The matrix `vel E X` is $v = [H,X]$, without the factor $\mathrm{i}$ of the physical velocity. The velocity form is defined through this commutator; a momentum matrix computed independently of $H$ and $X$ is not covered.

```lean
/-- The velocity-form operator `v = [H, X]` belonging to the length-form operator `X`. -/
def vel (E : n → ℝ) (X : Matrix n n ℂ) : Matrix n n ℂ := commut (ham E) X
```

The number `halfGap E f i` is $w$, and `denom E i ω k` is $D_k(\omega)$. The photon energy is real, so there are no level widths and no imaginary shift.

```lean
/-- Half the transition energy, `w = (E_f - E_i)/2`. -/
def halfGap (E : n → ℝ) (f i : n) : ℝ := (E f - E i) / 2

/-- The energy denominator `D_k = E_k - E_i - ω` after absorbing a photon `ω` from state `i`. -/
def denom (E : n → ℝ) (i : n) (ω : ℝ) (k : n) : ℂ := (E k : ℂ) - E i - ω
```

The inverse denominators enter as a function `g` subject to $D_k g_k = 1$ on a set `S`. Physically `IsPropagator` says that no state of `S` is resonant with the first photon, and that $g_k$ is its weight in second order.

```lean
/-- `g_k` is the reciprocal of the energy denominator, `D_k g_k = 1`, for all states `k` in `S`. -/
def IsPropagator (S : Finset n) (E : n → ℝ) (i : n) (ω : ℝ) (g : n → ℂ) : Prop :=
  ∀ k ∈ S, denom E i ω k * g k = 1
```

The sum `amp S g A B f i` is $\sum_{k\in S}A_{fk}B_{ki}g_k$: the operator `B` acts first, on $i$, and `A` leads to $f$. This expression is the starting point. Its origin in the time-dependent expansion, the field prefactors, the transition rate and the $\mathcal{A}^2$ coupling of the velocity form are not modelled, so the theorems concern these sums and are not a statement of gauge invariance for the dynamics.

```lean
/-- The second-order sum `∑_{k ∈ S} A_fk B_ki g_k` over intermediate states in `S`. -/
def amp (S : Finset n) (g : n → ℂ) (A B : Matrix n n ℂ) (f i : n) : ℂ :=
  ∑ k ∈ S, A f k * B k i * g k
```

The lemma `isPropagator_iff` identifies the condition with the familiar one. Each factor of a product equal to $1$ is nonzero, which gives $D_k \neq 0$ by `left_ne_zero_of_mul_eq_one` and then $g_k = 1/D_k$; the converse is $D_k \cdot (1/D_k) = 1$.

```lean
omit [Fintype n] [DecidableEq n] in
/-- `g` is a propagator on `S` exactly when each `D_k` with `k` in `S` is nonzero and
`g_k = 1/D_k`. -/
theorem isPropagator_iff (S : Finset n) (E : n → ℝ) (i : n) (ω : ℝ) (g : n → ℂ) :
    IsPropagator S E i ω g ↔ ∀ k ∈ S, denom E i ω k ≠ 0 ∧ g k = 1 / denom E i ω k := by
  constructor
  · intro h k hk
    have h1 := h k hk
    have h0 : denom E i ω k ≠ 0 := left_ne_zero_of_mul_eq_one h1
    exact ⟨h0, (eq_div_iff h0).2 (by linear_combination h1)⟩
  · intro h k hk
    obtain ⟨h0, hg⟩ := h k hk
    rw [hg]
    exact mul_one_div_cancel h0
```

The other natural formulation writes $1/D_k$ directly in the sums and assumes $D_k \neq 0$. By the lemma this describes the same sums, but the role of the assumption changes. Lean sets $1/0 = 0$, so a resonant state would contribute zero to all three terms of (3), and (1) would hold with the assumption deleted, even when a resonant state has $X_{fk}X_{ki} \neq 0$ and the length sum has no finite value. In (5) a state with $D_k(\omega_1) = 0$ would still leave a remainder $(\omega_2 - \omega_1)Y_{fk}X_{ki}$, and a state with $D_k(\omega_2) = 0$ a remainder $(\omega_1 - \omega_2)X_{fk}Y_{ki}$. With `g` a variable, the relation $D_kg_k = 1$ is used in each term of both proofs.

## Matrix elements of the commutators

Equation (2) is `vel_apply`. The rules `diagonal_mul` and `mul_diagonal` give $E_aX_{ab}$ and $X_{ab}E_b$, and `ring` factors the difference.

```lean
/-- Matrix elements of the velocity form: `v_ab = (E_a - E_b) X_ab`. -/
theorem vel_apply (E : n → ℝ) (X : Matrix n n ℂ) (a b : n) :
    vel E X a b = ((E a : ℂ) - E b) * X a b := by
  simp only [vel, commut, ham, Matrix.sub_apply, diagonal_mul, mul_diagonal]
  ring
```

Equation (4) is `double_commut_apply`, where `commut Y (vel E X) f i` is the entry in row $f$ and column $i$. The two matrix products are written as sums over all $k$ and merged, and the summands are compared one by one after (2) is inserted.

```lean
/-- The element `[Y, [H, X]]_fi` as an energy-weighted sum over all states. -/
theorem double_commut_apply (E : n → ℝ) (X Y : Matrix n n ℂ) (f i : n) :
    commut Y (vel E X) f i =
      ∑ k, (Y f k * X k i * ((E k : ℂ) - E i) - X f k * Y k i * ((E f : ℂ) - E k)) := by
  rw [commut, Matrix.sub_apply, Matrix.mul_apply, Matrix.mul_apply, ← Finset.sum_sub_distrib]
  refine Finset.sum_congr rfl fun k _ => ?_
  simp only [vel_apply]
  ring
```

## Equal photon energies

The theorem `velocity_length_truncated` is (3). It holds for every `S`, including the empty set, and asks for nonzero denominators only on `S`. The proof merges the right side into one sum and treats a single $k$. There the left side minus the right side is
$$(w^2 - D_k^2)X_{fk}X_{ki}g_k - w^2X_{fk}X_{ki}g_k + D_kX_{fk}X_{ki} = -D_kX_{fk}X_{ki}\,(D_kg_k - 1),$$
and the prefactor $-D_kX_{fk}X_{ki}$ is the multiplier handed to `linear_combination`, which checks this polynomial identity and uses $D_kg_k = 1$.

```lean
/-- For two photons of energy `w` and any set `S` of intermediate states, the velocity sum is
`w²` times the length sum minus `∑_{k ∈ S} D_k X_fk X_ki`. -/
theorem velocity_length_truncated (S : Finset n) (E : n → ℝ) (X : Matrix n n ℂ) (f i : n)
    (g : n → ℂ) (hg : IsPropagator S E i (halfGap E f i) g) :
    amp S g (vel E X) (vel E X) f i =
      (halfGap E f i : ℂ) ^ 2 * amp S g X X f i
        - ∑ k ∈ S, denom E i (halfGap E f i) k * (X f k * X k i) := by
  rw [amp, amp, Finset.mul_sum, ← Finset.sum_sub_distrib]
  refine Finset.sum_congr rfl fun k hk => ?_
  have h := hg k hk
  simp only [vel_apply, denom, halfGap] at h ⊢
  push_cast at h ⊢
  -- (E_f - E_k)(E_k - E_i) = w² - D_k², and D_k² g_k = D_k
  linear_combination (-((E k : ℂ) - E i - ((E f : ℂ) - E i) / 2) * X f k * X k i) * h
```

The main theorem `velocity_length` is (1), with `univ` the set of all states. In words: for real energies, any complex matrix $X$, states $f$ and $i$, and any $g$ that inverts every $D_k$ at photon energy $w$, the velocity sum is $w^2$ times the length sum minus half the $(f,i)$ entry of $[X,[H,X]]$. Hermiticity of $X$ is not assumed. The hypothesis `hg` covers all states, including those that $X$ does not couple, and also $k = i$ and $k = f$, where $D_i = -w$ and $D_f = w$. It thus requires $E_f \neq E_i$, so the model has at least two levels and the diagonal case $f = i$ is excluded; $E_f < E_i$ is allowed. Completeness means all states of the finite model, with no continuum. In the proof, the step `h` is the weight $2D_k$ found after (4), and substituting it into the truncated identity finishes.

```lean
/-- For the complete set of intermediate states, with `g_k = 1/D_k` and `w = (E_f - E_i)/2`:
`∑_k v_fk v_ki g_k = w² ∑_k X_fk X_ki g_k - ½ [X, [H, X]]_fi`. -/
theorem velocity_length (E : n → ℝ) (X : Matrix n n ℂ) (f i : n) (g : n → ℂ)
    (hg : IsPropagator univ E i (halfGap E f i) g) :
    amp univ g (vel E X) (vel E X) f i =
      (halfGap E f i : ℂ) ^ 2 * amp univ g X X f i - 1 / 2 * commut X (vel E X) f i := by
  -- closure: the remainder is half the double commutator
  have h : ∑ k, denom E i (halfGap E f i) k * (X f k * X k i)
      = 1 / 2 * commut X (vel E X) f i := by
    rw [double_commut_apply, Finset.mul_sum]
    refine Finset.sum_congr rfl fun k _ => ?_
    simp only [denom, halfGap]
    push_cast
    ring
  rw [velocity_length_truncated univ E X f i g hg, h]
```

The criterion `gauge_agreement_iff` rearranges (1) and keeps its hypothesis that `g` inverts every $D_k$ at photon energy $w$. Subtracting the assumed agreement from (1) and doubling gives a vanishing double-commutator element; in the other direction the last term of (1) drops out. Only the single entry $(f,i)$ is involved.

```lean
/-- The complete velocity sum equals `w²` times the complete length sum if and only if
`[X, [H, X]]_fi = 0`. -/
theorem gauge_agreement_iff (E : n → ℝ) (X : Matrix n n ℂ) (f i : n) (g : n → ℂ)
    (hg : IsPropagator univ E i (halfGap E f i) g) :
    amp univ g (vel E X) (vel E X) f i = (halfGap E f i : ℂ) ^ 2 * amp univ g X X f i ↔
      commut X (vel E X) f i = 0 := by
  have h0 := velocity_length E X f i g hg
  constructor
  · intro h
    linear_combination 2 * h0 - 2 * h
  · intro h
    linear_combination h0 - 1 / 2 * h
```

## Both time orderings

The theorem `velocity_length_two_colour` is (5). Energy conservation is the hypothesis `hω`, assumed and not derived, and `g₁`, `g₂` invert $D_k(\omega_1)$ and $D_k(\omega_2)$ for all $k$. At $k = i$ this requires $\omega_1 \neq 0$ and $\omega_2 \neq 0$. Either energy may be negative, which describes emission, and $E_f = E_i$ is allowed with $\omega_2 = -\omega_1$. The proof expands $[Y,X]_{fi}$ in `hc`, eliminates $E_f$ through `hf`, and collects everything under one sum. The two multipliers in the final step are the remainders $(\omega_2 - a_k)Y_{fk}X_{ki}$ and $(\omega_1 - a_k)X_{fk}Y_{ki}$, one for each ordering.

```lean
/-- Two photons `ω₁` (operator `X`) and `ω₂` (operator `Y`) with `ω₁ + ω₂ = E_f - E_i`: summed
over both orderings, the velocity sum is `ω₁ ω₂` times the length sum minus `[Y, [H, X]]_fi`
plus `ω₂ [Y, X]_fi`. -/
theorem velocity_length_two_colour (E : n → ℝ) (X Y : Matrix n n ℂ) (f i : n) (ω₁ ω₂ : ℝ)
    (hω : ω₁ + ω₂ = E f - E i) (g₁ g₂ : n → ℂ)
    (hg₁ : IsPropagator univ E i ω₁ g₁) (hg₂ : IsPropagator univ E i ω₂ g₂) :
    amp univ g₁ (vel E Y) (vel E X) f i + amp univ g₂ (vel E X) (vel E Y) f i =
      (ω₁ : ℂ) * ω₂ * (amp univ g₁ Y X f i + amp univ g₂ X Y f i)
        - commut Y (vel E X) f i + ω₂ * commut Y X f i := by
  have hc : commut Y X f i = ∑ k, (Y f k * X k i - X f k * Y k i) := by
    rw [commut, Matrix.sub_apply, Matrix.mul_apply, Matrix.mul_apply, ← Finset.sum_sub_distrib]
  have hr : E f = E i + ω₁ + ω₂ := by linarith
  have hf : (E f : ℂ) = E i + ω₁ + ω₂ := by exact_mod_cast hr
  rw [hc, double_commut_apply, amp, amp, amp, amp, ← Finset.sum_add_distrib,
    ← Finset.sum_add_distrib, Finset.mul_sum, Finset.mul_sum, ← Finset.sum_sub_distrib,
    ← Finset.sum_add_distrib]
  refine Finset.sum_congr rfl fun k hk => ?_
  have h1 := hg₁ k hk
  have h2 := hg₂ k hk
  simp only [vel_apply, denom] at h1 h2 ⊢
  rw [hf]
  -- with a = E_k - E_i: (ω₁ + ω₂ - a) a - ω₁ ω₂ = (a - ω₁)(ω₂ - a)
  linear_combination (((ω₂ : ℂ) - ((E k : ℂ) - E i)) * Y f k * X k i) * h1
    + (((ω₁ : ℂ) - ((E k : ℂ) - E i)) * X f k * Y k i) * h2
```

## The four-level model in Lean

The elements of `Fin 4` are $0,1,2,3$, numbered as in the table. The energies, the matrix $X$ and the numbers $g_k = 1/D_k$ are given explicitly.

```lean
/-- Energies `0, 4, 1, 6` of a four-level model. -/
def energy4 : Fin 4 → ℝ := ![0, 4, 1, 6]

/-- A length-form operator coupling states `0` and `3` through states `1` and `2`. -/
def dipole4 : Matrix (Fin 4) (Fin 4) ℂ := !![0, 1, 1, 0; 1, 0, 0, 2; 1, 0, 0, 1; 0, 2, 1, 0]

/-- The numbers `-1/3, 1, -1/2, 1/3` attached to the four levels. -/
def prop4 : Fin 4 → ℂ := ![-1 / 3, 1, -1 / 2, 1 / 3]
```

The theorem `four_level_witness` records that `dipole4` equals its conjugate transpose, that $w = 3$, that `prop4` inverts all four denominators and that the $(3,0)$ entry of the double commutator is zero. It then gives the complete sums $3/2$ and $27/2$ and, for `amp {1}`, the values $16$ and $18$. The model therefore meets the hypothesis of `velocity_length` with a Hermitian $X$ and nonzero sums, and it shows agreement of the complete sums together with disagreement of truncated ones. Each claim is evaluated directly: `fin_cases` runs through the indices, `Fin.sum_univ_four` writes out the sums, and `norm_num` does the arithmetic of the table.

```lean
/-- In the four-level model with `i = 0`, `f = 3`: `X` is Hermitian, `w = 3`, `prop4` is a
propagator, `[X, [H, X]]_fi = 0`, the complete length and velocity sums are `3/2` and `27/2`,
while with state `1` alone the velocity sum is `16` and `w²` times the length sum is `18`. -/
theorem four_level_witness :
    dipole4ᴴ = dipole4 ∧ halfGap energy4 3 0 = 3 ∧
    IsPropagator univ energy4 0 (halfGap energy4 3 0) prop4 ∧
    commut dipole4 (vel energy4 dipole4) 3 0 = 0 ∧
    amp univ prop4 dipole4 dipole4 3 0 = 3 / 2 ∧
    amp univ prop4 (vel energy4 dipole4) (vel energy4 dipole4) 3 0 = 27 / 2 ∧
    amp {1} prop4 (vel energy4 dipole4) (vel energy4 dipole4) 3 0 = 16 ∧
    (halfGap energy4 3 0 : ℂ) ^ 2 * amp {1} prop4 dipole4 dipole4 3 0 = 18 := by
  have hw : halfGap energy4 3 0 = 3 := by
    simp [halfGap, energy4]
    norm_num
  rw [hw]
  refine ⟨?_, rfl, ?_, ?_, ?_, ?_, ?_, ?_⟩
  · ext a b
    fin_cases a <;> fin_cases b <;> simp [dipole4, conjTranspose_apply]
  · intro k _
    fin_cases k <;> simp [denom, energy4, prop4] <;> norm_num
  · simp [double_commut_apply, Fin.sum_univ_four, energy4, dipole4]
    norm_num
  · simp [amp, Fin.sum_univ_four, dipole4, prop4]
    norm_num
  · simp [amp, vel_apply, Fin.sum_univ_four, energy4, dipole4, prop4]
    norm_num
  · simp [amp, vel_apply, energy4, dipole4, prop4]
    norm_num
  · simp [amp, dipole4, prop4]
    norm_num

end

end TwoPhotonGauge
```

```lean
#print axioms TwoPhotonGauge.isPropagator_iff
#print axioms TwoPhotonGauge.gauge_agreement_iff
#print axioms TwoPhotonGauge.velocity_length_two_colour
```

```
'TwoPhotonGauge.isPropagator_iff' depends on axioms: [propext, Classical.choice, Quot.sound]
'TwoPhotonGauge.gauge_agreement_iff' depends on axioms: [propext, Classical.choice, Quot.sound]
'TwoPhotonGauge.velocity_length_two_colour' depends on axioms: [propext, Classical.choice, Quot.sound]
```
